# Curvy steps preserve idempotency and trace, with commutator formulas for the energy's slope and curvature

Let $P$ be a real symmetric idempotent matrix, $X$ a real antisymmetric matrix and $H$ a real square matrix of the same finite size. Write $[A,B]=AB-BA$. The curvy step

$$P(s)=e^{-sX}\,P\,e^{sX}$$

is symmetric and idempotent and has trace $\mathrm{Tr}\,P$ for every real $s$. The energy $E(s)=\mathrm{Tr}(H\,P(s))$ satisfies

$$E'(0)=\mathrm{Tr}([H,P]\,X),\qquad E''(0)=\mathrm{Tr}(H\,[[P,X],X]).$$

Suppose also that $H$ and $P$ are diagonal in the same orthonormal basis, with orbital energies $\varepsilon_i$ and occupations $f_i\in\{0,1\}$. If every virtual orbital lies at least $g$ above every occupied one, then

$$E''(0)\;\ge\; g\sum_{i,j}\big([P,X]_{ij}\big)^2 .$$

Idempotency stands for integer occupations, as in a single Slater determinant, and the trace counts the occupied orbitals. When both kinds of orbital are present, the largest admissible $g$ is the HOMO–LUMO gap if $P$ fills the lowest levels.

## Slope and curvature in a density-matrix line search

A density-matrix minimiser that moves along $P(s)$ needs no penalty term for idempotency and no multiplier for the electron number, provided that the exponential is accurate. The two trace formulas supply the data for a Newton step along the chosen direction, $s=-E'(0)/E''(0)$, when $E''(0)>0$.

The sign convention matters. With $e^{-sX}$ on the left and $H$ symmetric, the choice $X=[H,P]$ is antisymmetric and gives

$$E'(0)=\mathrm{Tr}([H,P]^2)=-\sum_{i,j}\big([H,P]_{ij}\big)^2\le 0,$$

so a sufficiently small positive $s$ lowers the energy unless $H$ and $P$ already commute. If $e^{sX}$ stands on the left instead, reversing the sign of $X$ gives the same step.

For linear-scaling minimisation with a fixed one-electron $H$, the gap bound says that an insulating ground state has no flat directions among the rotations that change $P$ to first order.

## From the product rule to the gap bound

**Conserved properties.** Since $X^T=-X$, transposing the exponential gives $(e^{sX})^T=e^{-sX}$. Therefore

$$P(s)^T=(e^{sX})^T P^T (e^{-sX})^T=e^{-sX}Pe^{sX}=P(s).$$

Because $e^{sX}e^{-sX}=1$,

$$P(s)^2=e^{-sX}P\,(e^{sX}e^{-sX})\,Pe^{sX}=e^{-sX}P^2e^{sX}=P(s),$$

and cyclicity gives $\mathrm{Tr}\,P(s)=\mathrm{Tr}(e^{sX}e^{-sX}P)=\mathrm{Tr}\,P$.

**Derivatives.** The exponentials have derivatives $-e^{-sX}X$ and $Xe^{sX}$, so the product rule gives

$$P'(s)=-e^{-sX}XPe^{sX}+e^{-sX}PXe^{sX}=e^{-sX}[P,X]e^{sX}.$$

Differentiating has replaced $P$ by $[P,X]$ between the same two exponentials. A second derivative repeats the replacement:

$$E'(s)=\mathrm{Tr}(He^{-sX}[P,X]e^{sX}),\qquad E''(s)=\mathrm{Tr}(He^{-sX}[[P,X],X]e^{sX}).$$

At $s=0$ the exponentials equal the identity. This gives the curvature directly, and the slope follows by cyclicity:

$$E'(0)=\mathrm{Tr}(HPX)-\mathrm{Tr}(HXP)=\mathrm{Tr}(HPX)-\mathrm{Tr}(PHX)=\mathrm{Tr}([H,P]X).$$

**Orbital form.** Now take $H=\mathrm{diag}(\varepsilon)$ and $P=\mathrm{diag}(f)$. Then $[P,X]_{ij}=(f_i-f_j)X_{ij}$. With $X_{ji}=-X_{ij}$, the diagonal of the double commutator is

$$[[P,X],X]_{ii}=\sum_j\big([P,X]_{ij}X_{ji}-X_{ij}[P,X]_{ji}\big)=-2\sum_j(f_i-f_j)X_{ij}^2 .$$

Multiply by $\varepsilon_i$ and sum over $i$. Exchanging the labels $i$ and $j$ in half of the result gives

$$E''(0)=-2\sum_{i,j}\varepsilon_i(f_i-f_j)X_{ij}^2=\sum_{i,j}(f_i-f_j)(\varepsilon_j-\varepsilon_i)X_{ij}^2 .$$

**Gap bound.** For occupations 0 or 1, a pair with equal occupations contributes zero. If $i$ is occupied and $j$ virtual, the term is $(\varepsilon_j-\varepsilon_i)X_{ij}^2\ge gX_{ij}^2$. In the opposite order, both differences change sign and the term is $(\varepsilon_i-\varepsilon_j)X_{ij}^2\ge gX_{ij}^2$. In both cases $([P,X]_{ij})^2=X_{ij}^2$, so summing over all ordered pairs proves the bound.

## A two-level step in numbers

Take

$$H=\begin{pmatrix}0&1\\1&3\end{pmatrix},\quad P=\begin{pmatrix}1&0\\0&0\end{pmatrix},\quad X=\begin{pmatrix}0&1\\-1&0\end{pmatrix}.$$

The commutators are

$$[H,P]=\begin{pmatrix}0&-1\\1&0\end{pmatrix},\quad [P,X]=\begin{pmatrix}0&1\\1&0\end{pmatrix},\quad [[P,X],X]=\begin{pmatrix}-2&0\\0&2\end{pmatrix}.$$

Hence $E'(0)=2$ and $E''(0)=6$. As a check, the rotated matrix is

$$P(s)=\begin{pmatrix}\cos^2 s&\sin s\cos s\\ \sin s\cos s&\sin^2 s\end{pmatrix},$$

so $E(s)=\sin 2s+3\sin^2 s$, which has the same two derivatives at zero. The Newton step $s=-1/3$ lowers the energy from $0$ to about $-0.297$; the lowest eigenvalue of $H$ is $(3-\sqrt{13})/2\approx-0.303$.

If the off-diagonal elements of $H$ are set to zero, the gap is $g=3$ and the squared entries of $[P,X]$ sum to 2. The bound is then $6$, equal to $E''(0)$.

## The Lean source

```lean
import Mathlib

open Matrix

namespace CurvyStep

noncomputable section

variable {n : Type*} [Fintype n] [DecidableEq n]

/-- The commutator `[A, B] = AB - BA` of two real matrices. -/
def comm (A B : Matrix n n ℝ) : Matrix n n ℝ := A * B - B * A

/-- The curvy step `P(s) = exp(-sX) P exp(sX)`. -/
def rotated (P X : Matrix n n ℝ) (s : ℝ) : Matrix n n ℝ :=
  NormedSpace.exp (-(s • X)) * P * NormedSpace.exp (s • X)

/-- The energy `E(s) = Tr(H P(s))` along the curvy step. -/
def energy (H P X : Matrix n n ℝ) (s : ℝ) : ℝ := trace (H * rotated P X s)

/-- In a real Banach algebra, the derivative of `exp(-sX) P exp(sX)` is
`exp(-sX) [P, X] exp(sX)`. -/
theorem hasDerivAt_rotation {A : Type*} [NormedRing A] [NormedAlgebra ℝ A] [CompleteSpace A]
    (P X : A) (s : ℝ) :
    HasDerivAt (fun t : ℝ => NormedSpace.exp (-(t • X)) * P * NormedSpace.exp (t • X))
      (NormedSpace.exp (-(s • X)) * (P * X - X * P) * NormedSpace.exp (s • X)) s := by
  have h1 := hasDerivAt_exp_smul_const' (𝕂 := ℝ) X s
  have h2 : HasDerivAt (fun t : ℝ => NormedSpace.exp (-(t • X)))
      (NormedSpace.exp (-(s • X)) * -X) s := by
    simpa only [smul_neg] using hasDerivAt_exp_smul_const (𝕂 := ℝ) (-X) s
  refine ((h2.mul_const P).mul h1).congr_deriv ?_
  noncomm_ring

/-- The slope of the energy at any point of the curvy step is `Tr(H exp(-sX) [P, X] exp(sX))`. -/
theorem hasDerivAt_energy (H P X : Matrix n n ℝ) (s : ℝ) :
    HasDerivAt (energy H P X) (energy H (comm P X) X s) s := by
  let _ : NormedRing (Matrix n n ℝ) := Matrix.linftyOpNormedRing
  let _ : NormedAlgebra ℝ (Matrix n n ℝ) := Matrix.linftyOpNormedAlgebra
  have : CompleteSpace (Matrix n n ℝ) := FiniteDimensional.complete ℝ _
  -- the trace against `H` is a continuous linear functional
  let L : Matrix n n ℝ →ₗ[ℝ] ℝ := (Matrix.traceLinearMap n ℝ ℝ).comp (LinearMap.mulLeft ℝ H)
  exact (LinearMap.toContinuousLinearMap L).hasFDerivAt.comp_hasDerivAt s
    (hasDerivAt_rotation P X s)

/-- The derivative of order `k` of the energy is obtained by replacing `P` with the `k`-fold
nested commutator `[...[[P, X], X]..., X]`. -/
theorem iteratedDeriv_energy (H P X : Matrix n n ℝ) (k : ℕ) :
    iteratedDeriv k (energy H P X) = energy H ((fun A => comm A X)^[k] P) X := by
  induction k generalizing P with
  | zero => simp
  | succ k ih =>
    have h : deriv (energy H P X) = energy H (comm P X) X :=
      funext fun s => (hasDerivAt_energy H P X s).deriv
    rw [iteratedDeriv_succ', h, ih, Function.iterate_succ_apply]

/-- For a symmetric idempotent `P` and antisymmetric `X`, the curvy step stays symmetric and
idempotent with trace `Tr P`; the energy has gradient `Tr([H, P] X)` and Hessian
`Tr(H [[P, X], X])` at `s = 0`. -/
theorem curvy_step (H P X : Matrix n n ℝ) (hP : Pᵀ = P) (hPP : P * P = P) (hX : Xᵀ = -X) :
    (∀ s, (rotated P X s)ᵀ = rotated P X s ∧
      rotated P X s * rotated P X s = rotated P X s ∧
      trace (rotated P X s) = trace P) ∧
    HasDerivAt (energy H P X) (trace (comm H P * X)) 0 ∧
    HasDerivAt (deriv (energy H P X)) (trace (H * comm (comm P X) X)) 0 := by
  have h0 : ∀ A : Matrix n n ℝ, energy H A X 0 = trace (H * A) := by
    intro A
    simp [energy, rotated]
  refine ⟨fun s => ?_, ?_, ?_⟩
  · -- the two exponentials are inverse to each other
    have hE : NormedSpace.exp (s • X) * NormedSpace.exp (-(s • X)) = 1 := by
      have hc : Commute (s • X) (-(s • X)) := (Commute.refl (s • X)).neg_right
      rw [← Matrix.exp_add_of_commute (s • X) (-(s • X)) hc, add_neg_cancel,
        NormedSpace.exp_zero]
    refine ⟨?_, ?_, ?_⟩
    · unfold rotated
      rw [transpose_mul, transpose_mul, ← Matrix.exp_transpose, ← Matrix.exp_transpose,
        transpose_neg, transpose_smul, hX, hP, smul_neg, neg_neg, Matrix.mul_assoc]
    · unfold rotated
      generalize NormedSpace.exp (s • X) = U at *
      generalize NormedSpace.exp (-(s • X)) = V at *
      calc V * P * U * (V * P * U) = V * P * (U * V) * P * U := by noncomm_ring
        _ = V * (P * P) * U := by rw [hE]; noncomm_ring
        _ = V * P * U := by rw [hPP]
    · unfold rotated
      rw [trace_mul_cycle, hE, Matrix.one_mul]
  · refine (hasDerivAt_energy H P X 0).congr_deriv ?_
    -- cyclicity of the trace moves the commutator from `X` to `H`
    rw [h0, comm, comm, Matrix.mul_sub, Matrix.sub_mul, trace_sub, trace_sub,
      ← Matrix.mul_assoc, ← Matrix.mul_assoc, trace_mul_cycle H X P]
  · have h : deriv (energy H P X) = energy H (comm P X) X :=
      funext fun s => (hasDerivAt_energy H P X s).deriv
    rw [h, ← h0]
    exact hasDerivAt_energy H (comm P X) X 0

/-- With occupations `f` on the diagonal, `[P, X]` has the entries `(f i - f j) X i j`. -/
theorem comm_diagonal (f : n → ℝ) (X : Matrix n n ℝ) (i j : n) :
    comm (diagonal f) X i j = (f i - f j) * X i j := by
  rw [comm, Matrix.sub_apply, Matrix.diagonal_mul, Matrix.mul_diagonal]
  ring

/-- In a basis where `H` and `P` are diagonal, with orbital energies `ε` and occupations `f`,
the Hessian along an antisymmetric `X` is the sum of `(f i - f j) (ε j - ε i) (X i j)²`. -/
theorem hessian_orbital (ε f : n → ℝ) (X : Matrix n n ℝ) (hX : Xᵀ = -X) :
    trace (diagonal ε * comm (comm (diagonal f) X) X) =
      ∑ i, ∑ j, (f i - f j) * (ε j - ε i) * X i j ^ 2 := by
  have hx : ∀ i j, X j i = -X i j := fun i j => congrFun (congrFun hX i) j
  have h1 : trace (diagonal ε * comm (comm (diagonal f) X) X) =
      ∑ i, ∑ j, -2 * ε i * (f i - f j) * X i j ^ 2 := by
    simp only [Matrix.trace, Matrix.diag_apply, Matrix.diagonal_mul]
    refine Finset.sum_congr rfl fun i _ => ?_
    have h : comm (comm (diagonal f) X) X i i =
        ∑ j, (comm (diagonal f) X i j * X j i - X i j * comm (diagonal f) X j i) := by
      rw [Finset.sum_sub_distrib]
      rfl
    rw [h, Finset.mul_sum]
    refine Finset.sum_congr rfl fun j _ => ?_
    rw [comm_diagonal f X i j, comm_diagonal f X j i, hx i j]
    ring
  -- exchange the two orbital labels
  have h2 : ∑ i, ∑ j, (f i - f j) * ε j * X i j ^ 2 =
      ∑ i, ∑ j, -((f i - f j) * ε i * X i j ^ 2) := by
    rw [Finset.sum_comm]
    refine Finset.sum_congr rfl fun i _ => Finset.sum_congr rfl fun j _ => ?_
    rw [hx i j]
    ring
  have h3 : ∑ i, ∑ j, (f i - f j) * (ε j - ε i) * X i j ^ 2 =
      ∑ i, ∑ j, (f i - f j) * ε j * X i j ^ 2 +
        ∑ i, ∑ j, -((f i - f j) * ε i * X i j ^ 2) := by
    simp only [← Finset.sum_add_distrib]
    refine Finset.sum_congr rfl fun i _ => Finset.sum_congr rfl fun j _ => ?_
    ring
  rw [h1, h3, h2]
  simp only [← Finset.sum_add_distrib]
  refine Finset.sum_congr rfl fun i _ => Finset.sum_congr rfl fun j _ => ?_
  ring

/-- For diagonal `H` and `P` with occupations 0 or 1, if every virtual orbital lies at least `g`
above every occupied one, the Hessian along an antisymmetric `X` is at least `g` times the sum
of the squared entries of `[P, X]`. -/
theorem gap_le_hessian (ε f : n → ℝ) (X : Matrix n n ℝ) (g : ℝ) (hX : Xᵀ = -X)
    (hf : ∀ i, f i = 0 ∨ f i = 1) (hg : ∀ i j, f i = 1 → f j = 0 → g ≤ ε j - ε i) :
    g * ∑ i, ∑ j, comm (diagonal f) X i j ^ 2 ≤
      trace (diagonal ε * comm (comm (diagonal f) X) X) := by
  rw [hessian_orbital ε f X hX, Finset.mul_sum]
  refine Finset.sum_le_sum fun i _ => ?_
  rw [Finset.mul_sum]
  refine Finset.sum_le_sum fun j _ => ?_
  rw [comm_diagonal]
  -- only occupied-virtual pairs contribute
  rcases hf i with hi | hi <;> rcases hf j with hj | hj
  · simp [hi, hj]
  · have h := mul_le_mul_of_nonneg_right (hg j i hj hi) (sq_nonneg (X i j))
    rw [hi, hj]
    linarith
  · have h := mul_le_mul_of_nonneg_right (hg i j hi hj) (sq_nonneg (X i j))
    rw [hi, hj]
    linarith
  · simp [hi, hj]

/-- In a two-level system, `P = diag(1, 0)` is a symmetric idempotent, `X = !![0, 1; -1, 0]` is
antisymmetric, and their commutator is `!![0, 1; 1, 0]`. -/
theorem curvy_step_witness :
    (!![1, 0; 0, 0] : Matrix (Fin 2) (Fin 2) ℝ)ᵀ = !![1, 0; 0, 0] ∧
    (!![1, 0; 0, 0] : Matrix (Fin 2) (Fin 2) ℝ) * !![1, 0; 0, 0] = !![1, 0; 0, 0] ∧
    (!![0, 1; -1, 0] : Matrix (Fin 2) (Fin 2) ℝ)ᵀ = -!![0, 1; -1, 0] ∧
    comm (!![1, 0; 0, 0] : Matrix (Fin 2) (Fin 2) ℝ) !![0, 1; -1, 0] = !![0, 1; 1, 0] := by
  refine ⟨?_, ?_, ?_, ?_⟩ <;> ext i j <;> fin_cases i <;> fin_cases j <;>
    simp [comm, Matrix.mul_apply, Fin.sum_univ_succ]

end

end CurvyStep
```

```lean
#print axioms CurvyStep.iteratedDeriv_energy
-- 'CurvyStep.iteratedDeriv_energy' depends on axioms: [propext, Classical.choice, Quot.sound]
#print axioms CurvyStep.curvy_step
-- 'CurvyStep.curvy_step' depends on axioms: [propext, Classical.choice, Quot.sound]
#print axioms CurvyStep.gap_le_hessian
-- 'CurvyStep.gap_le_hessian' depends on axioms: [propext, Classical.choice, Quot.sound]
```

## Reading the theorems and their proofs

The finite type `n` labels an orthonormal basis, and operators are of type `Matrix n n ℝ`. The definitions `comm`, `rotated` and `energy` are $[A,B]$, $P(s)$ and $E(s)$, with the true matrix exponential `NormedSpace.exp`.

In `curvy_step`, the hypotheses `hP`, `hPP` and `hX` say that $P$ is symmetric, that $P$ is idempotent and that $X$ is antisymmetric. Nothing is assumed about $H$. The first conclusion covers every real $s$. The other two use `HasDerivAt`, which states that a function is differentiable at a point and gives its derivative there; the curvature is the derivative of `deriv (energy H P X)` at zero. The docstrings call these two numbers gradient and Hessian; they are the first and second derivatives along the single direction $X$.

The calculus is in three theorems. The proof of `curvy_step` relies on the first two, and the third extends them to derivatives of every order:

- `hasDerivAt_rotation` is the product rule for $P(s)$, proved in any real Banach algebra. `noncomm_ring` collects the two terms into the commutator.
- `hasDerivAt_energy` carries this through the continuous linear map `L`, which sends $A$ to $\mathrm{Tr}(HA)$. The derivative of the energy is again an `energy`, with `comm P X` in place of `P`.
- `iteratedDeriv_energy` repeats the replacement by induction and gives the derivative of every order $k$ as a $k$-fold nested commutator. It holds for arbitrary real square $H$, $P$ and $X$.

Inside `curvy_step`, `hE` is the identity $e^{sX}e^{-sX}=1$. It removes the inner exponentials in the idempotency and trace arguments, while `Matrix.exp_transpose` supplies the symmetry step. For the slope, `trace_mul_cycle` turns $\mathrm{Tr}(HXP)$ into $\mathrm{Tr}(PHX)$.

For the orbital form, `comm_diagonal` computes the entries of $[P,X]$. In `hessian_orbital`, `h1` is the expression with the factor $-2\varepsilon_i$, `h2` exchanges the orbital labels, and `h3` splits the target sum so that the two can be compared. This theorem allows any real occupations `f`.

The restriction to 0 or 1 enters in `gap_le_hessian` as `hf`, and the gap condition as `hg`. The proof compares the sums term by term and splits each pair into the four possible occupations. The theorem bounds the double-commutator trace, which `curvy_step` identifies with $E''(0)$.

Finally, `curvy_step_witness` checks that the two-level $P$ and $X$ used above satisfy the hypotheses of `curvy_step` and have a nonzero commutator.

## Fixed Hamiltonian, orthonormal basis, exact exponential

The theorems guarantee the conserved properties along the whole curve and the stated derivatives at its starting point. They have these limits:

- **Self-consistency.** $H$ does not depend on $P$. In Hartree–Fock or Kohn–Sham calculations, the response of the effective Hamiltonian adds a term to the curvature, and the gap bound need not survive it.
- **Overlap.** Idempotency is $P^2=P$. A nonorthogonal basis with overlap matrix $S$ uses $PSP=P$, and the theorems as stated apply after a transformation to an orthonormal basis.
- **Approximation.** A truncated series for the exponential generally loses idempotency, and sparse thresholding or rounding adds further error. The file gives no estimate of these errors.
- **Location of the bound.** Diagonal $H$ and $P$ commute, so the gap bound applies at a stationary point. It says nothing about the curvature at an arbitrary starting guess, and it gives no convergence rate.
- **Complex matrices.** Complex Hermitian Hamiltonians, as at a general $k$-point, are not treated.
